# A 6×6 Pfaffian with a nonzero pivot is the pivot times a 4×4 Pfaffian

The Pfaffian is defined here as an explicit polynomial in the matrix entries above the diagonal, with three terms for a 4×4 matrix and fifteen for a 6×6 one. With that definition, eliminating one pair of orbitals is an identity over any field that needs a nonzero pivot but no antisymmetry.

```lean
import Mathlib

open Matrix

namespace PfaffianElimination

noncomputable section

variable {K : Type*} [Field K]

/-- The three-term Pfaffian of a 4 by 4 pairing matrix, read from the entries above
the diagonal. -/
def pf4 (A : Matrix (Fin 4) (Fin 4) K) : K :=
  A 0 1 * A 2 3 - A 0 2 * A 1 3 + A 0 3 * A 1 2

/-- The fifteen-term Pfaffian of a 6 by 6 pairing matrix, expanded along the first row
and read from the entries above the diagonal. -/
def pf6 (A : Matrix (Fin 6) (Fin 6) K) : K :=
  A 0 1 * (A 2 3 * A 4 5 - A 2 4 * A 3 5 + A 2 5 * A 3 4)
  - A 0 2 * (A 1 3 * A 4 5 - A 1 4 * A 3 5 + A 1 5 * A 3 4)
  + A 0 3 * (A 1 2 * A 4 5 - A 1 4 * A 2 5 + A 1 5 * A 2 4)
  - A 0 4 * (A 1 2 * A 3 5 - A 1 3 * A 2 5 + A 1 5 * A 2 3)
  + A 0 5 * (A 1 2 * A 3 4 - A 1 3 * A 2 4 + A 1 4 * A 2 3)

/-- The pairing matrix left on the remaining orbitals after the first two are eliminated. It is
meant for a nonzero pivot `A 0 1`; if the pivot is zero, Lean's division by zero gives zero and the
remaining block is copied unchanged. -/
def eliminatePair {n : ℕ} (A : Matrix (Fin (n + 2)) (Fin (n + 2)) K) :
    Matrix (Fin n) (Fin n) K :=
  Matrix.of fun i j =>
    A i.succ.succ j.succ.succ
      - (A 0 i.succ.succ * A 1 j.succ.succ - A 0 j.succ.succ * A 1 i.succ.succ) / A 0 1

/-- Eliminating a pair of orbitals from an antisymmetric matrix of any size leaves an
antisymmetric matrix. -/
theorem eliminatePair_antisymm {n : ℕ} (A : Matrix (Fin (n + 2)) (Fin (n + 2)) K)
    (hA : Aᵀ = -A) : (eliminatePair A)ᵀ = -eliminatePair A := by
  ext i j
  have h := congrFun (congrFun hA i.succ.succ) j.succ.succ
  simp only [Matrix.transpose_apply, Matrix.neg_apply] at h
  simp only [Matrix.transpose_apply, Matrix.neg_apply, eliminatePair, Matrix.of_apply]
  linear_combination h

/-- For a nonzero pivot, the 4 by 4 Pfaffian is the pivot times the one entry above the
diagonal that remains after elimination. -/
theorem pf4_eq_pivot_mul (A : Matrix (Fin 4) (Fin 4) K) (h : A 0 1 ≠ 0) :
    pf4 A = A 0 1 * eliminatePair A 0 1 := by
  change A 0 1 * A 2 3 - A 0 2 * A 1 3 + A 0 3 * A 1 2
    = A 0 1 * (A 2 3 - (A 0 2 * A 1 3 - A 0 3 * A 1 2) / A 0 1)
  rw [mul_sub, mul_div_cancel₀ _ h]
  ring

/-- For a nonzero pivot, the fifteen-term Pfaffian is the pivot times the 4 by 4 Pfaffian
of the matrix that remains after elimination. -/
theorem pf6_eq_pivot_mul_pf4 (A : Matrix (Fin 6) (Fin 6) K) (h : A 0 1 ≠ 0) :
    pf6 A = A 0 1 * pf4 (eliminatePair A) := by
  -- write out the six reduced entries
  change pf6 A = A 0 1 *
    ((A 2 3 - (A 0 2 * A 1 3 - A 0 3 * A 1 2) / A 0 1)
        * (A 4 5 - (A 0 4 * A 1 5 - A 0 5 * A 1 4) / A 0 1)
      - (A 2 4 - (A 0 2 * A 1 4 - A 0 4 * A 1 2) / A 0 1)
        * (A 3 5 - (A 0 3 * A 1 5 - A 0 5 * A 1 3) / A 0 1)
      + (A 2 5 - (A 0 2 * A 1 5 - A 0 5 * A 1 2) / A 0 1)
        * (A 3 4 - (A 0 3 * A 1 4 - A 0 4 * A 1 3) / A 0 1))
  unfold pf6
  -- the terms quadratic in the inverse pivot cancel
  field_simp
  ring

/-- If the first two pivots are nonzero, the fifteen-term Pfaffian is the product of the
three successive pivots. -/
theorem pf6_eq_prod_pivots (A : Matrix (Fin 6) (Fin 6) K) (h₁ : A 0 1 ≠ 0)
    (h₂ : eliminatePair A 0 1 ≠ 0) :
    pf6 A = A 0 1 * eliminatePair A 0 1 * eliminatePair (eliminatePair A) 0 1 := by
  rw [pf6_eq_pivot_mul_pf4 A h₁, pf4_eq_pivot_mul _ h₂, mul_assoc]

/-- Exchanging the second orbital with a later one reverses the sign of the Pfaffian of an
antisymmetric 6 by 6 matrix. -/
theorem pf6_swap (A : Matrix (Fin 6) (Fin 6) K) (hA : Aᵀ = -A) (k : Fin 6) (hk : 2 ≤ k) :
    pf6 (A.submatrix (Equiv.swap 1 k) (Equiv.swap 1 k)) = -pf6 A := by
  have h : ∀ i j, A j i = -A i j := fun i j => congrFun (congrFun hA i) j
  have cases_k : ∀ k : Fin 6, 2 ≤ k → k = 2 ∨ k = 3 ∨ k = 4 ∨ k = 5 := by decide
  -- in each case, move the exchanged entries back above the diagonal
  rcases cases_k k hk with rfl | rfl | rfl | rfl <;>
    simp only [pf6, Matrix.submatrix_apply, Equiv.swap_apply_def, Fin.reduceEq, ↓reduceIte,
      h 1 2, h 1 3, h 1 4, h 1 5, h 2 3, h 2 4, h 2 5, h 3 4, h 3 5, h 4 5] <;>
    ring

/-- Elimination with pivoting: for an antisymmetric 6 by 6 matrix, any nonzero entry
`A 0 k` with `k ≥ 2` can serve as pivot after an orbital exchange, at the cost of a sign. -/
theorem pf6_eq_neg_pivot_mul_pf4 (A : Matrix (Fin 6) (Fin 6) K) (hA : Aᵀ = -A)
    (k : Fin 6) (hk : 2 ≤ k) (h : A 0 k ≠ 0) :
    pf6 A = -A 0 k *
      pf4 (eliminatePair (A.submatrix (Equiv.swap 1 k) (Equiv.swap 1 k))) := by
  have h0k : (0 : Fin 6) ≠ k := by
    rintro rfl
    exact absurd hk (by decide)
  -- the exchange brings the chosen entry to the pivot position
  have hB : (A.submatrix (Equiv.swap 1 k) (Equiv.swap 1 k)) 0 1 = A 0 k := by
    rw [Matrix.submatrix_apply, Equiv.swap_apply_left,
      Equiv.swap_apply_of_ne_of_ne (by decide) h0k]
  have step := pf6_eq_pivot_mul_pf4
    (A.submatrix (Equiv.swap 1 k) (Equiv.swap 1 k)) (by rw [hB]; exact h)
  rw [pf6_swap A hA k hk, hB] at step
  linear_combination -step

/-- The real antisymmetric matrix that pairs orbitals 0 and 1 with amplitude `t` and orbitals 2 and
3 with amplitude 1. -/
def twoPairs (t : ℝ) : Matrix (Fin 4) (Fin 4) ℝ :=
  !![0, t, 0, 0; -t, 0, 0, 0; 0, 0, 0, 1; 0, 0, -1, 0]

/-- The two-pair matrix has Pfaffian `t`, while the square root of its determinant is the
absolute value of `t`. -/
theorem twoPairs_pf_and_sqrt_det (t : ℝ) :
    pf4 (twoPairs t) = t ∧ Real.sqrt (twoPairs t).det = |t| := by
  have hdet : (twoPairs t).det = t ^ 2 := by
    simp [twoPairs, Matrix.det_succ_row_zero, Fin.sum_univ_succ, Fin.succAbove]
    ring
  constructor
  · simp [pf4, twoPairs]
  · rw [hdet, Real.sqrt_sq_eq_abs]

/-- For the two-pair matrix, the square root of the determinant reproduces the Pfaffian
exactly when the amplitude `t` is nonnegative. -/
theorem sqrt_det_eq_pf_iff (t : ℝ) :
    Real.sqrt (twoPairs t).det = pf4 (twoPairs t) ↔ 0 ≤ t := by
  rw [(twoPairs_pf_and_sqrt_det t).1, (twoPairs_pf_and_sqrt_det t).2]
  exact abs_eq_self

end

end PfaffianElimination
```

```lean
#print axioms PfaffianElimination.pf6_eq_pivot_mul_pf4
#print axioms PfaffianElimination.pf6_eq_prod_pivots
#print axioms PfaffianElimination.pf6_eq_neg_pivot_mul_pf4
#print axioms PfaffianElimination.sqrt_det_eq_pf_iff
```

```
'PfaffianElimination.pf6_eq_pivot_mul_pf4' depends on axioms: [propext, Classical.choice, Quot.sound]
'PfaffianElimination.pf6_eq_prod_pivots' depends on axioms: [propext, Classical.choice, Quot.sound]
'PfaffianElimination.pf6_eq_neg_pivot_mul_pf4' depends on axioms: [propext, Classical.choice, Quot.sound]
'PfaffianElimination.sqrt_det_eq_pf_iff' depends on axioms: [propext, Classical.choice, Quot.sound]
```

## Pair amplitudes for six fermions

Number six single-particle states from 0 to 5, as Lean does, and let $a_{ij}$ be the amplitude for a pair in states $i$ and $j$. With fermionic creation operators $c_i^\dagger$, three pairs built from the same amplitudes give

$$
\frac{1}{3!}\Bigl(\sum_{i<j} a_{ij}\,c_i^\dagger c_j^\dagger\Bigr)^{3}|0\rangle
= \mathrm{Pf}(A)\; c_0^\dagger c_1^\dagger c_2^\dagger c_3^\dagger c_4^\dagger c_5^\dagger|0\rangle .
$$

Each of the fifteen terms of $\mathrm{Pf}(A)$ is one way to divide the six states into three pairs, with the sign that comes from reordering the operators. In a lattice calculation the six states are the occupied site and spin labels of a sampled configuration. In continuous space the index labels a particle, and $a_{ij}$ is a pair function evaluated at the positions and spins of particles $i$ and $j$.

In Lean the amplitudes form a `Matrix (Fin 6) (Fin 6) K`, where `K` is any field, so real and complex amplitudes are both covered. The entry $a_{01}$ is `A 0 1`. The functions `pf4` and `pf6` read only entries with the first index smaller than the second, so whatever stands on or below the diagonal has no influence on them. For a physical pairing matrix those entries are fixed by antisymmetry, which is written `Aᵀ = -A` where a theorem needs it.

Such Pfaffians serve as trial wave functions for paired fermions in variational Monte Carlo, and the identities here concern the bare pairing factor for six particles, without a Jastrow factor.

## The matrix left after one pair is removed

Write $p = a_{01}$ for the pivot. For $i,j \ge 2$ define

$$
w_{ij} = a_{0i}a_{1j} - a_{0j}a_{1i}, \qquad b_{ij} = a_{ij} - \frac{w_{ij}}{p}.
$$

The numbers $b_{ij}$ are the entries of `eliminatePair A`. That matrix is indexed from 0 again, so its entry `0 1` is $b_{23}$; the two applications of `succ` in the definition perform this shift by two. The correction $w_{ij}/p$ accounts for the pairings in which orbitals 0 and 1 are joined to $i$ and $j$ and not to each other.

The main theorem, `pf6_eq_pivot_mul_pf4`, says that if $p \neq 0$, then

$$
\mathrm{Pf}_6(A) = p\,\bigl(b_{23}b_{45} - b_{24}b_{35} + b_{25}b_{34}\bigr).
$$

The condition $p\ne0$ means that the first two orbitals have a direct pairing amplitude by which the rest can be divided.

The definition of `eliminatePair` works for a matrix of any size $n+2$, and `eliminatePair_antisymm` states that it preserves antisymmetry. By hand, $a_{ji} = -a_{ij}$ by assumption, and $w_{ji} = -w_{ij}$ follows directly from its formula, so $b_{ji} = -b_{ij}$. In Lean, `h` is the first of these two relations, and `linear_combination h` supplies the second by algebra. This theorem carries no pivot condition because Lean sets division by zero to zero, in which case the remaining block is merely copied.

## Why the inverse pivot disappears

The 4×4 case shows the mechanism in its shortest form. Only one entry above the diagonal remains, and

$$
p\,b_{23} = a_{01}a_{23} - (a_{02}a_{13} - a_{03}a_{12})
= a_{01}a_{23} - a_{02}a_{13} + a_{03}a_{12},
$$

which is the three-term Pfaffian. This is `pf4_eq_pivot_mul`. Its proof writes the reduced entry out with `change`, distributes the pivot, cancels it against the denominator and leaves the signs to `ring`.

For the 6×6 case, insert the definition of $b_{ij}$ and sort by powers of $1/p$:

$$
\begin{aligned}
p\,(b_{23}b_{45} - b_{24}b_{35} + b_{25}b_{34})
={}& p\,(a_{23}a_{45} - a_{24}a_{35} + a_{25}a_{34}) \\
&- a_{45}w_{23} + a_{35}w_{24} - a_{34}w_{25} \\
&- a_{25}w_{34} + a_{24}w_{35} - a_{23}w_{45} \\
&+ \frac{1}{p}\,(w_{23}w_{45} - w_{24}w_{35} + w_{25}w_{34}).
\end{aligned}
$$

The first line contains the three terms of $\mathrm{Pf}_6(A)$ in which 0 is paired with 1. The next two lines contain the other twelve. For instance, $-a_{45}w_{23} = -a_{02}a_{13}a_{45} + a_{03}a_{12}a_{45}$, and these are the two terms of `pf6` that contain $a_{45}$ but not $a_{01}$. The other five products match in the same way, two terms each.

The last line must therefore vanish. Abbreviate $x_i = a_{0i}$ and $y_i = a_{1i}$, so that $w_{ij} = x_iy_j - x_jy_i$. The three products are

$$
\begin{aligned}
w_{23}w_{45} &= x_2x_4y_3y_5 - x_2x_5y_3y_4 - x_3x_4y_2y_5 + x_3x_5y_2y_4,\\
w_{24}w_{35} &= x_2x_3y_4y_5 - x_2x_5y_3y_4 - x_3x_4y_2y_5 + x_4x_5y_2y_3,\\
w_{25}w_{34} &= x_2x_3y_4y_5 - x_2x_4y_3y_5 - x_3x_5y_2y_4 + x_4x_5y_2y_3.
\end{aligned}
$$

In the first minus the second plus the third, every monomial occurs twice with opposite signs, so the sum is zero. What is left is the fifteen-term Pfaffian.

The Lean proof follows the same route with less sorting. The `change` step displays the six reduced entries, `field_simp` uses $p\neq0$ to clear the denominators, and `ring` verifies the resulting polynomial identity, including the cancellation just shown.

A limiting case makes the formula transparent. If orbitals 0 and 1 pair only with each other, then $a_{0i} = a_{1i} = 0$ for all $i\ge2$, every $w_{ij}$ vanishes, and the Pfaffian is $a_{01}$ times the 4×4 Pfaffian of the untouched remaining block.

## A product of three pivots

Let $B$ be the 4×4 matrix after the first elimination and $C$ the 2×2 matrix after the second, each indexed from 0. If $a_{01}\neq0$ and $B_{01}\neq0$, the two results combine to

$$
\mathrm{Pf}_6(A) = a_{01}\,\mathrm{Pf}_4(B) = a_{01}\,B_{01}\,C_{01}.
$$

This is `pf6_eq_prod_pivots`, and its proof rewrites with the two elimination theorems in turn. The last pivot $C_{01}$ may be zero, in which case the Pfaffian is zero as well.

Repeated elimination of this kind evaluates a Pfaffian without listing all pairings, whose number grows rapidly with the particle number. The product formula here is for six particles and concerns field elements, so it says nothing about rounding errors when a pivot is small.

## Choosing another pivot

When $a_{01}=0$, some other entry $a_{0k}$ with $k\ge2$ may still be nonzero. Let $\tau$ exchange 1 and $k$, and let $A'$ have entries $a'_{ij} = a_{\tau(i)\tau(j)}$. In Lean this matrix is `A.submatrix (Equiv.swap 1 k) (Equiv.swap 1 k)`.

For antisymmetric $A$, each term of the Pfaffian can be written as

$$
\operatorname{sgn}(\pi)\,a_{\pi(0)\pi(1)}\,a_{\pi(2)\pi(3)}\,a_{\pi(4)\pi(5)},
$$

where the permutation $\pi$ lists the three pairs one after another. The value depends only on the pairing: reversing a pair changes the sign of both the permutation and the amplitude, and exchanging two whole pairs is an even permutation. Passing from $A$ to $A'$ replaces $\pi$ by $\tau\pi$ in the amplitudes. Since $\operatorname{sgn}(\pi) = -\operatorname{sgn}(\tau\pi)$, each term of $\mathrm{Pf}_6(A')$ is minus a term of $\mathrm{Pf}_6(A)$, and $\tau$ merely permutes the pairings. Hence $\mathrm{Pf}_6(A') = -\mathrm{Pf}_6(A)$, which is `pf6_swap`.

The Lean proof checks the four values $k=2,3,4,5$ separately. In each case the simplifier evaluates the exchange, the relation `h` moves entries from below the diagonal back above it, and `ring` compares the two polynomials. Antisymmetry is needed for precisely this move.

The pivot of $A'$ is $a'_{01} = a_{0k}$. If it is nonzero, the elimination theorem applies to $A'$, and

$$
\mathrm{Pf}_6(A) = -\mathrm{Pf}_6(A') = -a_{0k}\,\mathrm{Pf}_4(B'),
$$

where $B'$ is the matrix left after eliminating the first pair from $A'$. This is `pf6_eq_neg_pivot_mul_pf4`. In its proof, `hB` identifies the new pivot and `step` is the elimination identity for the exchanged matrix. If every $a_{0k}$ with $k\ge1$ is zero, no exchange is required, because each term of `pf6` contains a factor from row 0 and the Pfaffian vanishes. The file treats the exchange only for 6×6 matrices, so a zero pivot at the second stage is left to the three-term formula.

## The sign that a determinant loses

The square of the Pfaffian of a real or complex antisymmetric matrix equals its determinant, but the file computes a determinant only for the real matrix `twoPairs t`. Its nonzero entries above the diagonal are $a_{01}=t$ and $a_{23}=1$. It describes two separate pairs, one with a variable amplitude.

The Pfaffian has one surviving term, $t\cdot1 = t$. The matrix consists of two 2×2 blocks, with determinants $t^2$ and $1$, so

$$
\det = t^2, \qquad \sqrt{\det} = |t|.
$$

The values of the Pfaffian and of this root are stated in `twoPairs_pf_and_sqrt_det`. The Lean proof obtains the determinant by expansion along the first row and then uses the fact that the real square root of $t^2$ is $|t|$. The theorem `sqrt_det_eq_pf_iff` adds that the root equals the Pfaffian exactly when $t\ge0$, since $|t|=t$ holds for those values and no others. At $t=-2$, for example, the Pfaffian is $-2$ and the root is $2$.

For sampling the probability density $|\Psi|^2$ of a wave function $\Psi$, this sign is irrelevant. It matters when amplitudes of different configurations are compared: off-diagonal terms of a lattice local energy contain ratios of amplitudes, and fixed-node diffusion Monte Carlo with a real trial function has to recognise a change of sign. In the two-pair model, a code that took the root of the determinant would miss the sign change at $t=0$, whereas the elimination formula retains it through the pivot $t$.
